# Both levels of a shifted Bogoliubov–de Gennes matrix can share a sign exactly when the shift exceeds the gap

When a superconductor carries a flow or sits in a Zeeman field, I have to choose what counts as a broken pair: a quasiparticle level that reaches zero energy, or both levels of a pair state on the same side of zero. The shift $w$ moves the levels to $w\pm\sqrt{\xi^2+|\Delta|^2}$, where $\xi$ is the band energy measured from the Fermi level and $\Delta$ is the gap. Both criteria seem to give $|w|=|\Delta|$. Are they the same, and what happens exactly at that value?

## At equality there is a zero-energy level, but the two levels do not share a sign

The criteria differ only at the threshold. A zero-energy level exists for some $\xi$ when $|w|\ge|\Delta|$, while both levels lie strictly on one side of zero for some $\xi$ when $|w|>|\Delta|$.

The second criterion is the one that describes depairing. In the basis of an electron in $k\uparrow$ and a hole in $-k\downarrow$, the matrix is
$$H=\begin{pmatrix} w+\xi & \Delta\\ \bar\Delta & w-\xi\end{pmatrix}.$$
With one level on each side of zero, the mean-field ground state fills the negative one and keeps the pair. With both on one side, the two are filled or emptied together. Since the second component is a hole, this leaves exactly one of the electron states $k\uparrow$ and $-k\downarrow$ occupied.

**The levels.** Write $E=\sqrt{\xi^2+|\Delta|^2}$. For a complex number $\mu$,
$$\det(H-\mu)=(w+\xi-\mu)(w-\xi-\mu)-|\Delta|^2=(\mu-w)^2-E^2.$$
A nonzero vector with $Hv=\mu v$ exists exactly when this determinant vanishes, so $\mu=w+E$ or $\mu=w-E$.

**One sign at fixed $\xi$.** Since $E\ge0$, both levels are positive exactly when $w>E$, and both are negative exactly when $w<-E$. Together these say $|w|>E$, or
$$\xi^2+|\Delta|^2<w^2.$$

**One sign at some $\xi$.** If the inequality holds for some $\xi$, then $|\Delta|^2\le\xi^2+|\Delta|^2<w^2$, so $|\Delta|<|w|$. Conversely, if $|\Delta|<|w|$, then $\xi=0$ satisfies it.

**Zero energy.** One of $w\pm E$ vanishes exactly when $(w+E)(w-E)=w^2-E^2=0$, that is, when $\xi^2+|\Delta|^2=w^2$. This has a real solution $\xi=\pm\sqrt{w^2-|\Delta|^2}$ exactly when $|\Delta|\le|w|$. At equality the only solution is $\xi=0$, where the levels are $0$ and $2w$. For $w\ne0$ the zero level can then be filled or left empty at no cost, so the paired state and a singly occupied state have the same energy.

**Flow.** Let $w=p\cdot v$, with $v$ the flow velocity and $p$ a momentum of length $p_F$. Cauchy–Schwarz gives $|p\cdot v|\le p_F|v|$, and $p$ parallel to $v$ attains the bound. Some direction therefore gives one-signed levels at some $\xi$ exactly when $p_F|v|>|\Delta|$.

**Numbers.** Take $|\Delta|=3$ in some energy unit.

| $w$ | $\xi$ | $E$ | levels |
|---|---|---|---|
| 2 | 0 | 3 | $-1,\ 5$ |
| 3 | 0 | 3 | $0,\ 6$ |
| 5 | 0 | 3 | $2,\ 8$ |
| 5 | 4 | 5 | $0,\ 10$ |

For $w=5$ the pairs are broken in the window $|\xi|<4$, and the zero-energy levels sit at its edges.

### What the Lean statements say

`bdg w ξ Δ` is the matrix $H$, with real `w` and `ξ` and complex `Δ`; `‖Δ‖` is $|\Delta|$. The name `energy` stands for the unshifted $E$, not for the full level $w\pm E$. `IsLevel H μ` asks for a nonzero vector, not necessarily normalised, with $Hv=\mu v$. `OneSigned` says that all real levels are positive or all are negative. It refers to the eigenvalues themselves, and `isLevel_iff` shows that real levels always exist, so the condition is never empty.

`depairing_threshold` and `gapless_threshold` are the strict and non-strict criteria. `doppler_threshold` holds in any real inner product space `V`. It varies `p` and `ξ` independently, whereas in a real band $\xi$ depends on $p$; fixing the length of $p$ at $p_F$ is the usual approximation for a gap small compared with the Fermi energy.

The Lean statements concern the levels only; the link to occupations described above is not formalised. The value of $\Delta$ is also taken as given, while in a self-consistent calculation it can change with the shift and may collapse before the threshold is reached. In a mean-field calculation with a prescribed gap whose Hamiltonian splits into such $2\times2$ blocks, the inequality at fixed $\xi$ identifies the pair states that are singly occupied at zero temperature.

```lean
import Mathlib

open Matrix ComplexConjugate

namespace DepairingThreshold

noncomputable section

/-- The Bogoliubov–de Gennes matrix of a pair state with band energy `ξ`, complex gap `Δ`
and a Doppler or Zeeman shift `w`. -/
def bdg (w ξ : ℝ) (Δ : ℂ) : Matrix (Fin 2) (Fin 2) ℂ :=
  !![(w : ℂ) + ξ, Δ; conj Δ, (w : ℂ) - ξ]

/-- The unshifted quasiparticle energy `√(ξ² + |Δ|²)`. -/
def energy (ξ : ℝ) (Δ : ℂ) : ℝ := √(ξ ^ 2 + ‖Δ‖ ^ 2)

/-- `μ` is a level of `H` if some nonzero state satisfies `H v = μ v`. -/
def IsLevel (H : Matrix (Fin 2) (Fin 2) ℂ) (μ : ℂ) : Prop :=
  ∃ v : Fin 2 → ℂ, v ≠ 0 ∧ H *ᵥ v = μ • v

/-- All real levels of the shifted Hamiltonian are strictly positive, or all are strictly
negative. -/
def OneSigned (w ξ : ℝ) (Δ : ℂ) : Prop :=
  (∀ μ : ℝ, IsLevel (bdg w ξ Δ) μ → 0 < μ) ∨ (∀ μ : ℝ, IsLevel (bdg w ξ Δ) μ → μ < 0)

/-- The square of the unshifted quasiparticle energy is `ξ² + |Δ|²`. -/
theorem energy_sq (ξ : ℝ) (Δ : ℂ) : energy ξ Δ ^ 2 = ξ ^ 2 + ‖Δ‖ ^ 2 :=
  Real.sq_sqrt (by positivity)

/-- The characteristic determinant of the shifted Hamiltonian is `(μ - w)² - E²`, with `E`
the unshifted quasiparticle energy. -/
theorem det_bdg_sub (w ξ : ℝ) (Δ μ : ℂ) :
    (bdg w ξ Δ - μ • (1 : Matrix (Fin 2) (Fin 2) ℂ)).det
      = (μ - w) ^ 2 - (energy ξ Δ : ℂ) ^ 2 := by
  have hM : bdg w ξ Δ - μ • (1 : Matrix (Fin 2) (Fin 2) ℂ)
      = !![(w : ℂ) + ξ - μ, Δ; conj Δ, (w : ℂ) - ξ - μ] := by
    ext i j
    fin_cases i <;> fin_cases j <;> simp [bdg]
  have h : Δ * conj Δ = (‖Δ‖ : ℂ) ^ 2 := by
    rw [Complex.mul_conj, Complex.normSq_eq_norm_sq, Complex.ofReal_pow]
  have hE : (energy ξ Δ : ℂ) ^ 2 = (ξ : ℂ) ^ 2 + (‖Δ‖ : ℂ) ^ 2 := by
    exact_mod_cast energy_sq ξ Δ
  rw [hM, Matrix.det_fin_two_of]
  linear_combination hE - h

/-- The levels of the shifted Hamiltonian are exactly `w + E` and `w - E`, with
`E = √(ξ² + |Δ|²)`. -/
theorem isLevel_iff (w ξ : ℝ) (Δ μ : ℂ) :
    IsLevel (bdg w ξ Δ) μ ↔ μ = (w : ℂ) + energy ξ Δ ∨ μ = (w : ℂ) - energy ξ Δ := by
  -- a level is a zero of the characteristic determinant
  have key : IsLevel (bdg w ξ Δ) μ ↔
      (bdg w ξ Δ - μ • (1 : Matrix (Fin 2) (Fin 2) ℂ)).det = 0 := by
    rw [← Matrix.exists_mulVec_eq_zero_iff]
    simp only [IsLevel, Matrix.sub_mulVec, Matrix.smul_mulVec, Matrix.one_mulVec, sub_eq_zero]
  rw [key, det_bdg_sub]
  constructor
  · intro h
    have hf : (μ - ((w : ℂ) + energy ξ Δ)) * (μ - ((w : ℂ) - energy ξ Δ)) = 0 := by
      linear_combination h
    rcases mul_eq_zero.mp hf with h1 | h1
    · exact Or.inl (sub_eq_zero.mp h1)
    · exact Or.inr (sub_eq_zero.mp h1)
  · rintro (h | h) <;> rw [h] <;> ring

/-- At fixed band energy `ξ`, both levels lie strictly on one side of zero exactly when
`ξ² + |Δ|² < w²`. -/
theorem oneSigned_iff (w ξ : ℝ) (Δ : ℂ) :
    OneSigned w ξ Δ ↔ ξ ^ 2 + ‖Δ‖ ^ 2 < w ^ 2 := by
  have hE : 0 ≤ energy ξ Δ := Real.sqrt_nonneg _
  have hl : ∀ μ : ℝ, IsLevel (bdg w ξ Δ) μ ↔
      μ = w + energy ξ Δ ∨ μ = w - energy ξ Δ := by
    intro μ
    rw [isLevel_iff]
    constructor <;> intro h <;> exact_mod_cast h
  rw [← energy_sq, sq_lt_sq, abs_of_nonneg hE, lt_abs]
  unfold OneSigned
  simp only [hl]
  constructor
  · rintro (h | h)
    · have h1 := h _ (Or.inr rfl)
      left
      linarith
    · have h1 := h _ (Or.inl rfl)
      right
      linarith
  · rintro (h | h)
    · left
      rintro μ (hμ | hμ) <;> linarith
    · right
      rintro μ (hμ | hμ) <;> linarith

/-- Depairing threshold: some band energy has both levels strictly on one side of zero
if and only if the shift exceeds the gap, `|w| > |Δ|`. -/
theorem depairing_threshold (w : ℝ) (Δ : ℂ) :
    (∃ ξ : ℝ, OneSigned w ξ Δ) ↔ ‖Δ‖ < |w| := by
  simp only [oneSigned_iff]
  constructor
  · rintro ⟨ξ, h⟩
    have h1 := sq_lt_sq.mp (show ‖Δ‖ ^ 2 < w ^ 2 by linarith [sq_nonneg ξ])
    rwa [abs_norm] at h1
  · intro h
    -- the unshifted energy `√(ξ² + |Δ|²)` is smallest at `ξ = 0`
    have h1 : ‖Δ‖ ^ 2 < w ^ 2 := sq_lt_sq.mpr (by rwa [abs_norm])
    exact ⟨0, by linarith⟩

/-- A zero-energy level occurs at band energy `ξ` exactly when `ξ² + |Δ|² = w²`. -/
theorem zero_level_iff (w ξ : ℝ) (Δ : ℂ) :
    IsLevel (bdg w ξ Δ) 0 ↔ ξ ^ 2 + ‖Δ‖ ^ 2 = w ^ 2 := by
  rw [isLevel_iff, ← energy_sq]
  constructor
  · rintro (h | h)
    · have h1 : 0 = w + energy ξ Δ := by exact_mod_cast h
      linear_combination (w - energy ξ Δ) * h1
    · have h1 : 0 = w - energy ξ Δ := by exact_mod_cast h
      linear_combination (w + energy ξ Δ) * h1
  · intro h
    rcases sq_eq_sq_iff_eq_or_eq_neg.mp h with h1 | h1
    · right
      rw [h1, sub_self]
    · left
      rw [h1, Complex.ofReal_neg, add_neg_cancel]

/-- Some band energy has a zero-energy level if and only if the shift is at least as large
as the gap, `|w| ≥ |Δ|`. -/
theorem gapless_threshold (w : ℝ) (Δ : ℂ) :
    (∃ ξ : ℝ, IsLevel (bdg w ξ Δ) 0) ↔ ‖Δ‖ ≤ |w| := by
  simp only [zero_level_iff]
  constructor
  · rintro ⟨ξ, h⟩
    have h1 := sq_le_sq.mp (show ‖Δ‖ ^ 2 ≤ w ^ 2 by linarith [sq_nonneg ξ])
    rwa [abs_norm] at h1
  · intro h
    have h1 : ‖Δ‖ ^ 2 ≤ w ^ 2 := sq_le_sq.mpr (by rwa [abs_norm])
    refine ⟨√(w ^ 2 - ‖Δ‖ ^ 2), ?_⟩
    rw [Real.sq_sqrt (by linarith)]
    ring

/-- For the Doppler shift `w = p · v` with momenta `p` of fixed length `pF` and any direction,
some `p` and band energy `ξ`, varied independently, have both levels strictly on one side of
zero if and only if `pF |v| > |Δ|`. -/
theorem doppler_threshold {V : Type*} [NormedAddCommGroup V] [InnerProductSpace ℝ V]
    (v : V) (pF : ℝ) (Δ : ℂ) :
    (∃ p : V, ‖p‖ = pF ∧ ∃ ξ : ℝ, OneSigned (inner ℝ p v) ξ Δ) ↔ ‖Δ‖ < pF * ‖v‖ := by
  simp only [depairing_threshold]
  constructor
  · rintro ⟨p, rfl, h⟩
    exact h.trans_le (abs_real_inner_le_norm p v)
  · intro h
    have hpos : 0 < pF * ‖v‖ := (norm_nonneg Δ).trans_lt h
    have hp : 0 < pF := by
      by_contra hn
      nlinarith [mul_nonneg (neg_nonneg.mpr (not_lt.mp hn)) (norm_nonneg v)]
    have hv : 0 < ‖v‖ := by
      by_contra hn
      nlinarith [mul_nonneg hp.le (neg_nonneg.mpr (not_lt.mp hn))]
    -- the largest shift is reached for momentum parallel to the flow
    refine ⟨(pF / ‖v‖) • v, ?_, ?_⟩
    · rw [norm_smul, Real.norm_of_nonneg (by positivity), div_mul_cancel₀ _ hv.ne']
    · have hw : inner ℝ ((pF / ‖v‖) • v) v = pF * ‖v‖ := by
        rw [real_inner_smul_left, real_inner_self_eq_norm_sq]
        field_simp
      rw [hw, abs_of_pos hpos]
      exact h

end

end DepairingThreshold
```

```lean
#print axioms DepairingThreshold.zero_level_iff
#print axioms DepairingThreshold.gapless_threshold
#print axioms DepairingThreshold.doppler_threshold
```

```
'DepairingThreshold.zero_level_iff' depends on axioms: [propext, Classical.choice, Quot.sound]
'DepairingThreshold.gapless_threshold' depends on axioms: [propext, Classical.choice, Quot.sound]
'DepairingThreshold.doppler_threshold' depends on axioms: [propext, Classical.choice, Quot.sound]
```

### From the determinant to the thresholds

`det_bdg_sub` is the determinant calculation. Its steps `h` and `hE` supply $\Delta\bar\Delta=|\Delta|^2$ and $E^2=\xi^2+|\Delta|^2$, and `linear_combination` does the remaining algebra.

In `isLevel_iff`, the step `key` turns the eigenvector condition into a vanishing determinant, using Mathlib's result that a matrix has a nonzero kernel vector exactly when its determinant is zero. The determinant is then factored as $(\mu-(w+E))(\mu-(w-E))$.

`oneSigned_iff` first restates the level formula for real $\mu$, in `hl`. It then rewrites $E^2<w^2$ as $E<w$ or $E<-w$. To obtain these inequalities from one-signed levels, it tests the lower level in the positive case and the upper level in the negative case.

`depairing_threshold` drops $\xi^2\ge0$ in one direction and supplies $\xi=0$ in the other. `zero_level_iff` multiplies the vanishing factor $w\pm E$ by its partner, and `gapless_threshold` supplies the root $\xi=\sqrt{w^2-|\Delta|^2}$.

`doppler_threshold` applies the depairing result to each `p`. The forward direction is Cauchy–Schwarz, `abs_real_inner_le_norm`. For the converse, the assumed inequality forces $p_F$ and $|v|$ to be positive, so the momentum $(p_F/|v|)\,v$ is well defined; it has length $p_F$ and gives the shift $p_F|v|$.
